# Components of a rotation-invariant unit vector of three spins are at most $1/\sqrt{2j_{\max}+1}$ in size

When matrix elements are expanded in angular momentum, many terms are a product of a radial factor, Wigner 3j symbols and simple prefactors that depend on the spins. A program can drop a term before evaluating its 3j symbols if a bound on the whole product already lies below the threshold. A bound on the symbols that depends only on the spins serves this purpose for all projections at once.

For spins $j_1,j_2,j_3$ that satisfy the triangle conditions and have an integer sum, the 3j symbols are, up to a common phase, the components $w(m_1,m_2,m_3)$ of the unit vector killed by total $J_+$ and $J_-$. The file works with any such vector $w$; this identification is textbook knowledge that it does not formalise.

## Spins as finite matrices

```lean
import Mathlib

open Matrix
open scoped Kronecker

namespace WignerScreening

noncomputable section

/-- Square matrices on the `n + 1` levels of a spin `j = n/2`. -/
abbrev Op (n : ℕ) := Matrix (Fin (n + 1)) (Fin (n + 1)) ℂ
```

A spin $j$ is entered through the natural number $n=2j$, so half-integers need no special treatment. `Op n` is the type of complex matrices on its $n+1=2j+1$ levels, and `Fin (n + 1)` is the index set $\{0,\dots,n\}$.

```lean
/-- The ladder coefficient `√((k+1)(n-k))` between levels `k` and `k+1` of a spin `j = n/2`, for
`k < n`. -/
def coeff (n k : ℕ) : ℝ := √(((k : ℝ) + 1) * ((n : ℝ) - k))
```

Level $k$ has projection $m=k-n/2$. In units of $\hbar$, the usual coefficient $\sqrt{(j-m)(j+m+1)}$ becomes $\sqrt{(n-k)(k+1)}$.

```lean
/-- The raising matrix `J₊` of spin `n/2`; level `k` has projection `m = k - n/2`. -/
def raising (n : ℕ) : Op n :=
  Matrix.of fun a b => if (a : ℕ) = (b : ℕ) + 1 then (coeff n b : ℂ) else 0
```

The entry in row $a$ and column $b$ is nonzero only for $a=b+1$: $J_+$ takes level $b$ to level $b+1$. The coefficients are real and non-negative, the standard phase convention.

```lean
/-- The lowering matrix `J₋`, the adjoint of `J₊`. -/
def lowering (n : ℕ) : Op n := (raising n)ᴴ
```

The symbol `ᴴ` is the conjugate transpose, so $J_-=J_+^\dagger$ by definition.

```lean
/-- The action of `A ⊗ 1 ⊗ 1 + 1 ⊗ B ⊗ 1 + 1 ⊗ 1 ⊗ C` on the components of a vector. -/
def total {α β γ : Type*} [Fintype α] [Fintype β] [Fintype γ] (A : Matrix α α ℂ)
    (B : Matrix β β ℂ) (C : Matrix γ γ ℂ) (w : α × β × γ → ℂ) : α × β × γ → ℂ := fun p =>
  ∑ a, A p.1 a * w (a, p.2.1, p.2.2) + ∑ b, B p.2.1 b * w (p.1, b, p.2.2) +
    ∑ c, C p.2.2 c * w (p.1, p.2.1, c)
```

This is $(A\otimes1\otimes1+1\otimes B\otimes1+1\otimes1\otimes C)\,w$ written in components. A triple index `p` has the entries `p.1`, `p.2.1` and `p.2.2`.

```lean
/-- A vector of three coupled spins is invariant if total `J₊` and total `J₋` kill it. -/
def IsInvariant {n₁ n₂ n₃ : ℕ} (w : Fin (n₁ + 1) × Fin (n₂ + 1) × Fin (n₃ + 1) → ℂ) : Prop :=
  total (raising n₁) (raising n₂) (raising n₃) w = 0 ∧
    total (lowering n₁) (lowering n₂) (lowering n₃) w = 0
```

`IsInvariant w` says that total $J_+w=0$ and total $J_-w=0$. A condition on total $J_z$ is not needed; it would follow from $[J_+,J_-]=2J_z$. Normalisation is a separate hypothesis in the theorems below.

## Neighbouring slices have equal weight

```lean
variable {n₁ n₂ n₃ : ℕ} {w : Fin (n₁ + 1) × Fin (n₂ + 1) × Fin (n₃ + 1) → ℂ}

/-- If `K v = -c u` and `K† u = -c v` with real `c ≠ 0`, then `u` and `v` have equal norm. -/
theorem norm_eq_of_ladder {α : Type*} [Fintype α] (K : Matrix α α ℂ) (u v : α → ℂ) (c : ℝ)
    (hc : c ≠ 0) (hv : K *ᵥ v = (-(c : ℂ)) • u) (hu : Kᴴ *ᵥ u = (-(c : ℂ)) • v) :
    ∑ x, ‖u x‖ ^ 2 = ∑ x, ‖v x‖ ^ 2 := by
  -- move `K` across the inner product
  have key : star u ⬝ᵥ (K *ᵥ v) = star (Kᴴ *ᵥ u) ⬝ᵥ v := by
    rw [Matrix.star_mulVec, Matrix.conjTranspose_conjTranspose, Matrix.dotProduct_mulVec]
  have hs : star (-(c : ℂ)) = -(c : ℂ) := by simp
  rw [hv, hu, dotProduct_smul, star_smul, smul_dotProduct, hs, smul_eq_mul, smul_eq_mul] at key
  have key2 := mul_left_cancel₀ (neg_ne_zero.mpr (Complex.ofReal_ne_zero.mpr hc)) key
  have hn : ∀ f : α → ℂ, star f ⬝ᵥ f = ((∑ x, ‖f x‖ ^ 2 : ℝ) : ℂ) := by
    intro f
    rw [Complex.ofReal_sum]
    refine Finset.sum_congr rfl fun x _ => ?_
    rw [Complex.ofReal_pow]
    exact Complex.conj_mul' (f x)
  rw [hn, hn] at key2
  exact_mod_cast key2
```

Let $Kv=-cu$ and $K^\dagger u=-cv$ with $c$ real and nonzero. Moving $K$ across the inner product gives

$$-c\,\langle u,u\rangle=\langle u,Kv\rangle=\langle K^\dagger u,v\rangle=-c\,\langle v,v\rangle .$$

Dividing by $-c$ leaves $\|u\|^2=\|v\|^2$. In the proof, `key` is the middle equality, `mul_left_cancel₀` does the division, and `hn` rewrites $\langle f,f\rangle$ as $\sum_x|f(x)|^2$.

```lean
/-- In an invariant vector, neighbouring projections of the third spin carry equal weight. -/
theorem IsInvariant.slice_step (h : IsInvariant w) (k : ℕ) (hk : k + 1 < n₃ + 1) :
    ∑ a, ∑ b, ‖w (a, b, ⟨k, by omega⟩)‖ ^ 2 = ∑ a, ∑ b, ‖w (a, b, ⟨k + 1, hk⟩)‖ ^ 2 := by
  have hK : ∀ (A : Op n₁) (B : Op n₂) (u : Fin (n₁ + 1) × Fin (n₂ + 1) → ℂ) a b,
      ((A ⊗ₖ (1 : Op n₂) + (1 : Op n₁) ⊗ₖ B) *ᵥ u) (a, b) =
      ∑ a', A a a' * u (a', b) + ∑ b', B b b' * u (a, b') := by
    intro A B u a b
    simp [Matrix.mulVec, dotProduct, Fintype.sum_prod_type, Matrix.one_apply, add_mul,
      Finset.sum_add_distrib, Finset.sum_ite_irrel]
  have hc : coeff n₃ k ≠ 0 := by
    have : (k : ℝ) < n₃ := by exact_mod_cast (show k < n₃ by omega)
    exact (Real.sqrt_pos.mpr (mul_pos (by positivity) (by linarith))).ne'
  -- `K` raises the first two spins
  have e := norm_eq_of_ladder (raising n₁ ⊗ₖ (1 : Op n₂) + (1 : Op n₁) ⊗ₖ raising n₂)
    (fun p => w (p.1, p.2, ⟨k, by omega⟩)) (fun p => w (p.1, p.2, ⟨k + 1, hk⟩))
    (coeff n₃ k) hc ?_ ?_
  · simpa only [Fintype.sum_prod_type] using e
  · ext ⟨a, b⟩
    have r : ∑ c, raising n₃ ⟨k + 1, hk⟩ c * w (a, b, c) =
        (coeff n₃ k : ℂ) * w (a, b, ⟨k, by omega⟩) := by
      rw [Finset.sum_eq_single (⟨k, by omega⟩ : Fin (n₃ + 1))]
      · simp [raising]
      · intro c _ hc
        have : ¬ k + 1 = (c : ℕ) + 1 := fun e => hc (Fin.ext (show (c : ℕ) = k by omega))
        simp only [raising, Matrix.of_apply, if_neg this, zero_mul]
      · simp
    have t := congrFun h.1 (a, b, ⟨k + 1, hk⟩)
    simp only [total, Pi.zero_apply] at t
    rw [r] at t
    rw [hK]
    simp only [Pi.smul_apply, smul_eq_mul]
    linear_combination t
  · ext ⟨a, b⟩
    have r : ∑ c, lowering n₃ ⟨k, by omega⟩ c * w (a, b, c) =
        (coeff n₃ k : ℂ) * w (a, b, ⟨k + 1, hk⟩) := by
      rw [Finset.sum_eq_single (⟨k + 1, hk⟩ : Fin (n₃ + 1))]
      · simp [lowering, raising]
      · intro c _ hc
        have : ¬ (c : ℕ) = k + 1 := fun e => hc (Fin.ext e)
        simp [lowering, raising, this]
      · simp
    have t := congrFun h.2 (a, b, ⟨k, by omega⟩)
    simp only [total, Pi.zero_apply] at t
    rw [r] at t
    rw [Matrix.conjTranspose_add, Matrix.conjTranspose_kronecker, Matrix.conjTranspose_kronecker,
      Matrix.conjTranspose_one, Matrix.conjTranspose_one, ← lowering, ← lowering, hK]
    simp only [Pi.smul_apply, smul_eq_mul]
    linear_combination t
```

Fix $k<n_3$. Let $u(a,b)=w(a,b,k)$ and $v(a,b)=w(a,b,k+1)$ be two neighbouring slices, let $K$ be the raising operator of the first two spins together, and let $c=\sqrt{(k+1)(n_3-k)}$, which is positive.

Row $k+1$ of the third spin's $J_+$ has a single nonzero entry, in column $k$. The component $(a,b,k+1)$ of total $J_+w=0$ therefore reads

$$(Kv)(a,b)+c\,u(a,b)=0 .$$

Likewise, the component $(a,b,k)$ of total $J_-w=0$ reads

$$(K^\dagger u)(a,b)+c\,v(a,b)=0 .$$

These are the two hypotheses of the previous lemma, so the slices have equal weight.

In Lean, `hK` writes out the action of $K$, built with the Kronecker product `⊗ₖ`. Each `r` reduces the third spin's sum to its one surviving term, `t` is the chosen component of the invariance equation, and `linear_combination t` rearranges it.

```lean
/-- In a unit invariant vector, the squared moduli of the components at each fixed `m₃` sum to
`1/(2j₃+1)`, where `n₃ = 2j₃`. -/
theorem IsInvariant.slice_sum (h : IsInvariant w) (hw : ∑ p, ‖w p‖ ^ 2 = 1)
    (c : Fin (n₃ + 1)) : ∑ a, ∑ b, ‖w (a, b, c)‖ ^ 2 = 1 / ((n₃ : ℝ) + 1) := by
  -- climb the ladder from the lowest projection
  have all : ∀ (k : ℕ) (hk : k < n₃ + 1),
      ∑ a, ∑ b, ‖w (a, b, ⟨k, hk⟩)‖ ^ 2 = ∑ a, ∑ b, ‖w (a, b, 0)‖ ^ 2 := by
    intro k
    induction k with
    | zero => intro _; rfl
    | succ k ih => intro hk; rw [← h.slice_step k hk, ih]
  have tot : ∑ c, ∑ a, ∑ b, ‖w (a, b, c)‖ ^ 2 = 1 := by
    simp only [Fintype.sum_prod_type] at hw
    rw [← hw]
    exact Finset.sum_comm.trans (Finset.sum_congr rfl fun a _ => Finset.sum_comm)
  rw [Finset.sum_congr rfl fun c _ => all c.1 c.2, Finset.sum_const, Finset.card_univ,
    Fintype.card_fin, nsmul_eq_mul] at tot
  push_cast at tot
  rw [all c.1 c.2, eq_div_iff (by positivity)]
  linarith
```

Here `c` labels a level of the third spin. By induction up the ladder (`all`), every slice has the same weight $S$ as the lowest one. There are $n_3+1$ slices and their weights add up to $\|w\|^2=1$ (`tot`), so $(n_3+1)S=1$ and

$$\sum_{m_1,m_2}|w(m_1,m_2,m_3)|^2=\frac{1}{2j_3+1}\quad\text{for each } m_3 .$$

For $j_3=0$ there is one slice, and it carries the full weight 1.

## From one spin to the largest

```lean
/-- Cyclic relabelling of the three spins preserves invariance and the norm. -/
theorem IsInvariant.rotate (h : IsInvariant w) :
    IsInvariant (fun p : Fin (n₂ + 1) × Fin (n₃ + 1) × Fin (n₁ + 1) => w (p.2.2, p.1, p.2.1)) ∧
    ∑ p : Fin (n₂ + 1) × Fin (n₃ + 1) × Fin (n₁ + 1), ‖w (p.2.2, p.1, p.2.1)‖ ^ 2 =
      ∑ p, ‖w p‖ ^ 2 := by
  refine ⟨⟨?_, ?_⟩, ?_⟩
  · ext ⟨b, c, a⟩
    have t := congrFun h.1 (a, b, c)
    simp only [total, Pi.zero_apply] at t ⊢
    linear_combination t
  · ext ⟨b, c, a⟩
    have t := congrFun h.2 (a, b, c)
    simp only [total, Pi.zero_apply] at t ⊢
    linear_combination t
  · simp only [Fintype.sum_prod_type]
    exact (Finset.sum_congr rfl fun b _ => Finset.sum_comm).trans Finset.sum_comm
```

The relabelled vector $w'(b,c,a)=w(a,b,c)$ is invariant in the same sense, with the spins in the order $j_2,j_3,j_1$, because the three terms of each total operator are merely added in another order. Its norm is that of $w$, since only the order of summation changes.

```lean
/-- Screening bound: every component of a unit invariant vector has size at most
`1/√(2 j_max + 1)`, where `n = 2j` for each spin. -/
theorem IsInvariant.norm_le (h : IsInvariant w) (hw : ∑ p, ‖w p‖ ^ 2 = 1)
    (a : Fin (n₁ + 1)) (b : Fin (n₂ + 1)) (c : Fin (n₃ + 1)) :
    ‖w (a, b, c)‖ ≤ 1 / √(((max n₁ (max n₂ n₃) : ℕ) : ℝ) + 1) := by
  -- one component weighs no more than its slice
  have one : ∀ {l m n : ℕ} {v : Fin (l + 1) × Fin (m + 1) × Fin (n + 1) → ℂ},
      IsInvariant v → ∑ p, ‖v p‖ ^ 2 = 1 → ∀ x y z, ‖v (x, y, z)‖ ^ 2 ≤ 1 / ((n : ℝ) + 1) := by
    intro l m n v hv hv1 x y z
    rw [← hv.slice_sum hv1 z]
    exact (Finset.single_le_sum (f := fun y => ‖v (x, y, z)‖ ^ 2)
      (fun _ _ => by positivity) (Finset.mem_univ y)).trans
      (Finset.single_le_sum (f := fun x => ∑ y, ‖v (x, y, z)‖ ^ 2)
      (fun _ _ => by positivity) (Finset.mem_univ x))
  have r1 := h.rotate
  have r2 := r1.1.rotate
  have b1 := one r1.1 (r1.2.trans hw) b c a
  have b2 := one r2.1 (r2.2.trans (r1.2.trans hw)) c a b
  have b3 := one h hw a b c
  have hs : ‖w (a, b, c)‖ ^ 2 ≤ 1 / (((max n₁ (max n₂ n₃) : ℕ) : ℝ) + 1) := by
    have hm : max n₁ (max n₂ n₃) = n₁ ∨ max n₁ (max n₂ n₃) = n₂ ∨ max n₁ (max n₂ n₃) = n₃ := by
      omega
    rcases hm with e | e | e <;> rw [e] <;> assumption
  have e := Real.le_sqrt_of_sq_le hs
  rwa [Real.sqrt_div zero_le_one, Real.sqrt_one] at e
```

The squared modulus of one component is at most the weight of its slice (`one`), hence at most $1/(2j_3+1)$. One rotation puts spin 1 in the last place and a second puts spin 2 there, so the same bound holds with $j_1$ and $j_2$. The strongest of the three belongs to the largest spin, and a square root gives

$$|w(m_1,m_2,m_3)|\le\frac{1}{\sqrt{2j_{\max}+1}} .$$

In an atomic electronic-structure calculation, this bounds each 3j symbol in a term; the prefactors and the radial factor have to be bounded separately. For instance, the integral of three spherical harmonics is $\sqrt{(2l_1+1)(2l_2+1)(2l_3+1)/4\pi}$ times two 3j symbols with the same $l_1,l_2,l_3$. Its size is therefore at most

$$\frac{1}{2l_{\max}+1}\sqrt{\frac{(2l_1+1)(2l_2+1)(2l_3+1)}{4\pi}} .$$

For $l=2,2,4$ this is below $0.471$. If a term is one such integral times a radial factor of size at most $2\times10^{-10}$, and the threshold is $10^{-10}$, the term can be skipped for all $m$ at once, with no 3j symbol computed.

## Two spins one-half reach the bound

```lean
/-- The vector in `½ ⊗ ½ ⊗ 0` with components `(m₂ - m₁)/√2`. -/
def singlet : Fin (1 + 1) × Fin (1 + 1) × Fin (0 + 1) → ℂ := fun p =>
  ((√2 : ℝ) : ℂ)⁻¹ * (((p.2.1 : ℕ) : ℂ) - ((p.1 : ℕ) : ℂ))
```

This is the familiar singlet of two spins $\tfrac12$, with a third spin 0 attached. Its nonzero components are $1/\sqrt2$ at $(m_1,m_2)=(-\tfrac12,\tfrac12)$ and $-1/\sqrt2$ at $(\tfrac12,-\tfrac12)$.

```lean
/-- The bound is attained for spins `½, ½, 0`: `singlet` is a unit invariant vector with a
component of size `1/√2`. -/
theorem singlet_witness :
    IsInvariant singlet ∧ ∑ p, ‖singlet p‖ ^ 2 = 1 ∧ ‖singlet (0, 1, 0)‖ = 1 / √2 := by
  refine ⟨⟨?_, ?_⟩, ?_, ?_⟩
  · ext ⟨a, b, c⟩
    fin_cases a <;> fin_cases b <;> fin_cases c <;>
      simp [total, raising, singlet, coeff]
  · ext ⟨a, b, c⟩
    fin_cases a <;> fin_cases b <;> fin_cases c <;>
      simp [total, lowering, raising, singlet, coeff, Fin.sum_univ_succ]
  · norm_num [Fintype.sum_prod_type, singlet, Fin.sum_univ_succ]
  · simp [singlet, abs_of_nonneg (Real.sqrt_nonneg 2)]

end

end WignerScreening
```

Total $J_+$ sends both terms to $|{\uparrow\uparrow}\rangle$ with opposite signs, so they cancel; total $J_-$ does the same with $|{\downarrow\downarrow}\rangle$. The norm is $\tfrac12+\tfrac12=1$. With $j_{\max}=\tfrac12$ the bound is $1/\sqrt2$, which the component `singlet (0, 1, 0)` attains. For invariance, the proof runs through the components with `fin_cases` and evaluates each with `simp`; the norm and the size of the chosen component are computed directly.

The theorem shows sharpness for this triple of spins only. For spins $1,1,1$ the largest component is $1/\sqrt6$, below the bound $1/\sqrt3$.

```lean
#print axioms WignerScreening.IsInvariant.norm_le
```

```
'WignerScreening.IsInvariant.norm_le' depends on axioms: [propext, Classical.choice, Quot.sound]
```
